# A Gaussian factor cannot cancel the Coulomb singularity at a nucleus of nonzero charge

For the radial factor F(r) = exp(-a r²), the declaration `gaussian_factor` concerns the potential -F''/(2F) - F'/(rF) - Z/r. In Hartree atomic units this is the Coulomb potential energy -Z/r of an electron in the field of a single point nucleus of charge Z, together with the kinetic contribution -∇²F/(2F) in three dimensions. The declaration states that this potential has a finite limit as r tends to 0 from above if and only if Z = 0, where a and Z are any real numbers. The attempt first shows that the Gaussian has zero derivative at the origin. It then tries to rewrite the claim with `finite_limit_iff_cusp`, by which, for a C² factor with F(0) ≠ 0, a finite limit exists exactly when F'(0) = -Z F(0). The remaining equivalence is left to `simp`.

Lean 4 with Mathlib refuses this proof:

```lean
import Mathlib

open Filter Topology

namespace GaussianFactor

noncomputable section

/-- The transformed potential `-F''/(2F) - F'/(rF) - Z/r` of a factor `F`,
at radii with `r ≠ 0` and `F r ≠ 0`. -/
def transformedPotential (Z : ℝ) (F : ℝ → ℝ) (r : ℝ) : ℝ :=
  -deriv (deriv F) r / (2 * F r) - deriv F r / (r * F r) - Z / r

/-- A C² function and its first derivative are differentiable, and its second derivative
is continuous. -/
theorem regularity {F : ℝ → ℝ} (hF : ContDiff ℝ 2 F) :
    Differentiable ℝ F ∧ Differentiable ℝ (deriv F) ∧ Continuous (deriv (deriv F)) := by
  have h2 : ContDiff ℝ (1 + 1) F := by
    rw [one_add_one_eq_two]
    exact hF
  have h1 : ContDiff ℝ (0 + 1) (deriv F) := by
    rw [zero_add]
    exact (contDiff_succ_iff_deriv.1 h2).2.2
  exact ⟨(contDiff_succ_iff_deriv.1 h2).1, (contDiff_succ_iff_deriv.1 h1).1,
    (contDiff_succ_iff_deriv.1 h1).2.2.continuous⟩

/-- For a C² factor with `F(0) ≠ 0`, the product of `r` and the transformed potential tends
to `-(F'(0)/F(0) + Z)` at the nucleus. -/
theorem residual_coulomb_strength {F : ℝ → ℝ} (hF : ContDiff ℝ 2 F) (h0 : F 0 ≠ 0)
    (Z : ℝ) :
    Tendsto (fun r => r * transformedPotential Z F r) (𝓝[>] 0)
      (𝓝 (-(deriv F 0 / F 0 + Z))) := by
  obtain ⟨dF, dF', cF''⟩ := regularity hF
  have c0 : Tendsto F (𝓝[>] 0) (𝓝 (F 0)) :=
    dF.continuous.continuousAt.tendsto.mono_left nhdsWithin_le_nhds
  have c1 : Tendsto (deriv F) (𝓝[>] 0) (𝓝 (deriv F 0)) :=
    dF'.continuous.continuousAt.tendsto.mono_left nhdsWithin_le_nhds
  have c2 : Tendsto (deriv (deriv F)) (𝓝[>] 0) (𝓝 (deriv (deriv F) 0)) :=
    cF''.continuousAt.tendsto.mono_left nhdsWithin_le_nhds
  have cr : Tendsto (fun r : ℝ => r) (𝓝[>] 0) (𝓝 0) :=
    tendsto_id.mono_left nhdsWithin_le_nhds
  have lim := ((cr.mul (c2.div (c0.const_mul 2) (mul_ne_zero two_ne_zero h0))).add
    ((c1.div c0 h0).add_const Z)).neg
  rw [zero_mul, zero_add] at lim
  refine lim.congr' ?_
  filter_upwards [self_mem_nhdsWithin, c0.eventually_ne h0] with r hr hFr
  have hr0 : r ≠ 0 := ne_of_gt hr
  simp only [transformedPotential, Pi.div_apply]
  field_simp
  ring

/-- For a C² factor with `F(0) ≠ 0` that obeys the cusp condition, the transformed potential
tends to `Z² - 3F''(0)/(2F(0))` at the nucleus. -/
theorem limit_of_cusp {F : ℝ → ℝ} (hF : ContDiff ℝ 2 F) (h0 : F 0 ≠ 0) {Z : ℝ}
    (hc : deriv F 0 = -Z * F 0) :
    Tendsto (transformedPotential Z F) (𝓝[>] 0)
      (𝓝 (Z ^ 2 - 3 * deriv (deriv F) 0 / (2 * F 0))) := by
  obtain ⟨dF, dF', cF''⟩ := regularity hF
  have c0 : Tendsto F (𝓝[>] 0) (𝓝 (F 0)) :=
    dF.continuous.continuousAt.tendsto.mono_left nhdsWithin_le_nhds
  have c2 : Tendsto (deriv (deriv F)) (𝓝[>] 0) (𝓝 (deriv (deriv F) 0)) :=
    cF''.continuousAt.tendsto.mono_left nhdsWithin_le_nhds
  -- `F' + Z F` vanishes at the nucleus, so its difference quotient converges
  have hg : HasDerivAt (fun r => deriv F r + Z * F r)
      (deriv (deriv F) 0 + Z * deriv F 0) 0 :=
    (dF' 0).hasDerivAt.fun_add ((dF 0).hasDerivAt.const_mul Z)
  have lim := (c2.div (c0.const_mul 2) (mul_ne_zero two_ne_zero h0)).neg.sub
    (hg.tendsto_slope_zero_right.div c0 h0)
  have hL : -(deriv (deriv F) 0 / (2 * F 0)) - (deriv (deriv F) 0 + Z * deriv F 0) / F 0
      = Z ^ 2 - 3 * deriv (deriv F) 0 / (2 * F 0) := by
    rw [hc]
    field_simp
    ring
  rw [hL] at lim
  refine lim.congr' ?_
  filter_upwards [self_mem_nhdsWithin, c0.eventually_ne h0] with r hr hFr
  have hr0 : r ≠ 0 := ne_of_gt hr
  simp only [transformedPotential, Pi.div_apply, smul_eq_mul, zero_add, hc]
  field_simp
  ring

/-- For a C² factor with `F(0) ≠ 0`, the transformed potential has a finite limit at the
nucleus if and only if the cusp condition `F'(0) = -Z F(0)` holds. -/
theorem finite_limit_iff_cusp {F : ℝ → ℝ} (hF : ContDiff ℝ 2 F) (h0 : F 0 ≠ 0) (Z : ℝ) :
    (∃ L, Tendsto (transformedPotential Z F) (𝓝[>] 0) (𝓝 L)) ↔
      deriv F 0 = -Z * F 0 := by
  constructor
  · rintro ⟨L, hL⟩
    have cr : Tendsto (fun r : ℝ => r) (𝓝[>] 0) (𝓝 0) :=
      tendsto_id.mono_left nhdsWithin_le_nhds
    -- a finite limit leaves no residual Coulomb strength
    have h := tendsto_nhds_unique (residual_coulomb_strength hF h0 Z) (cr.mul hL)
    have h' : deriv F 0 / F 0 = -Z := by linarith
    exact (div_eq_iff h0).1 h'
  · intro hc
    exact ⟨_, limit_of_cusp hF h0 hc⟩

/-- With a Gaussian factor `exp(-a r²)` the transformed potential has a finite limit at the
nucleus only for zero nuclear charge, and then it does. -/
theorem gaussian_factor (a Z : ℝ) :
    (∃ L, Tendsto (transformedPotential Z (fun x => Real.exp (-a * x ^ 2)))
      (𝓝[>] 0) (𝓝 L)) ↔ Z = 0 := by
  have hd : HasDerivAt (fun x : ℝ => Real.exp (-a * x ^ 2)) 0 0 := by
    have h := (((hasDerivAt_id' (0 : ℝ)).fun_pow 2).const_mul (-a)).exp
    exact h.congr_deriv (by simp)
  rw [finite_limit_iff_cusp (by fun_prop) (Real.exp_ne_zero _) Z, hd.deriv]
  simp

end

end GaussianFactor
```

Compiling this gives:

```
Main.lean:106:6: error: Tactic `rewrite` failed: Did not find an occurrence of the pattern
  ∃ L, Tendsto (transformedPotential Z Real.exp) (𝓝[>] 0) (𝓝 L)
in the target expression
  (∃ L, Tendsto (transformedPotential Z fun x => Real.exp (-a * x ^ 2)) (𝓝[>] 0) (𝓝 L)) ↔ Z = 0

a Z : ℝ
hd : HasDerivAt (fun x => Real.exp (-a * x ^ 2)) 0 0
⊢ (∃ L, Tendsto (transformedPotential Z fun x => Real.exp (-a * x ^ 2)) (𝓝[>] 0) (𝓝 L)) ↔ Z = 0
```

Cause. The message says that `rw` looked for the limit statement with `Real.exp` itself as the factor, whereas the goal has the Gaussian `fun x => Real.exp (-a * x ^ 2)`.

The factor `F` is an implicit argument of `finite_limit_iff_cusp`, and Lean fixed it while elaborating the lemma's arguments, before `rw` compared the lemma with the goal. The argument `Real.exp_ne_zero _` proves that `Real.exp` of some yet unknown number is nonzero, and the lemma expects a proof of `F 0 ≠ 0`. Lean matched the two by taking `F` to be `Real.exp` and the unknown number to be `0`. The resulting left-hand side does not occur in the goal.

The repair gives the Gaussian explicitly through `(F := …)`. The left-hand side then matches the goal, and the `_` in `Real.exp_ne_zero _` is filled with the Gaussian's exponent at zero. The line break within the `rw` is mere layout.

This version goes through:

```diff
@@ -104,5 +104,6 @@
     have h := (((hasDerivAt_id' (0 : ℝ)).fun_pow 2).const_mul (-a)).exp
     exact h.congr_deriv (by simp)
-  rw [finite_limit_iff_cusp (by fun_prop) (Real.exp_ne_zero _) Z, hd.deriv]
+  rw [finite_limit_iff_cusp (F := fun x : ℝ => Real.exp (-a * x ^ 2)) (by fun_prop)
+    (Real.exp_ne_zero _) Z, hd.deriv]
   simp
 
```
